# For a factorised two-matrix, the spin-free cumulant is minus half the exchange product of the spin densities

Q: Take a stretched hydrogen molecule described by one unrestricted determinant, with the up electron in an orbital L on the left atom and the down electron in an orbital R on the right. I sum the two-matrix over spins, subtract the Coulomb product of the spin-free one-matrix and add half its exchange product. The element with all four indices equal to L comes out as 0 − 1 + ½ = −½. A determinant has no cumulant in spin orbitals, so what is this remainder?

A: It is spin polarisation. Let A and B be the up and down one-matrices, y = A + B and m = A − B. The factorised two-matrix is

D(ij,kl) = g(i,k) g(j,l) − g(i,l) g(j,k),

where i, j, k, l label spin orbitals and g is the spin-orbital one-matrix. Now give both electrons a spin sum, with p, q, r, s labelling spatial orbitals. The direct term contains every pair of spins, while exchange survives only between equal spins:

Γ(pq,rs) = y(p,r) y(q,s) − A(p,s) A(q,r) − B(p,s) B(q,r).

The last two products can be rewritten through the sum and the difference:

A(p,s) A(q,r) + B(p,s) B(q,r) = ½ y(p,s) y(q,r) + ½ m(p,s) m(q,r).

Subtracting the Coulomb product of y and adding half its exchange product therefore leaves

Γ(pq,rs) − y(p,r) y(q,s) + ½ y(p,s) y(q,r) = −½ m(p,s) m(q,r).

In your example m(L,L) = 1, which gives −½. If all elements vanish, choose q = p and r = s: then m(p,s)² = 0 for every p and s, so A = B. The converse is immediate.

Q: That assumes a common spin axis. What if g has spin-flip blocks?

A: Number the spins 0 (up) and 1 (down). Write a, b, c, d for g(p0,s0), g(p0,s1), g(p1,s0), g(p1,s1), and a′, b′, c′, d′ for the same entries with (q,r) in place of (p,s). The exchange sum is now

aa′ + bc′ + cb′ + dd′.

The spin densities along x, y and z, numbered 0, 1 and 2, have the (p,s) elements

m₀ = b + c, m₁ = i(b − c), m₂ = a − d.

Since i² = −1, the first two give

m₀m₀′ + m₁m₁′ = (b + c)(b′ + c′) − (b − c)(b′ − c′) = 2(bc′ + cb′),

and the diagonal entries give

(a + d)(a′ + d′) + m₂m₂′ = 2(aa′ + dd′).

Half the sum of these two lines is the exchange sum, so the cumulant is

−½ Σₖ mₖ(p,s) mₖ(q,r).

For Hermitian g each mₖ is Hermitian. The element with q = s and r = p is then −½ Σₖ |mₖ(p,s)|², and it vanishes only if all three components do.

Q: Now the formal version. Is the spin summation really there, or has someone typed in the answer for Γ?

A: It is there. The orbital labels form an arbitrary type `n`, and the two-matrix is built from `g` first.

In Lean 4 with Mathlib:

```lean
import Mathlib

open Matrix

namespace SpinFreeCumulant

noncomputable section

variable {n : Type*}

/-- The factorised two-matrix of a spin-orbital one-matrix `g`: direct minus exchange product. -/
def factorised {ι : Type*} (g : Matrix ι ι ℂ) (i j k l : ι) : ℂ :=
  g i k * g j l - g i l * g j k
```

`factorised` is the physical assumption. It holds for a single determinant, and it says that the electrons have no correlation beyond antisymmetry. In operator language the index order fits g(i,k) = ⟨a†ₖ aᵢ⟩ in an orthonormal basis, with D carrying no prefactor ½.

```lean
/-- The spin-free two-matrix: the spin of each of the two electrons is summed over. -/
def spinFree (D : n × Fin 2 → n × Fin 2 → n × Fin 2 → n × Fin 2 → ℂ) (p q r s : n) : ℂ :=
  ∑ σ : Fin 2, ∑ τ : Fin 2, D (p, σ) (q, τ) (r, σ) (s, τ)
```

A spin orbital is a pair in `n × Fin 2`. `spinFree` accepts any four-index function `D` and keeps each electron's spin the same in its two slots, which is the usual spin sum.

```lean
/-- The spin-free one-matrix: the sum of the two spin-diagonal blocks of `g`. -/
def density (g : Matrix (n × Fin 2) (n × Fin 2) ℂ) : Matrix n n ℂ :=
  fun p r => ∑ σ : Fin 2, g (p, σ) (r, σ)

/-- The spin-free cumulant of a two-matrix `G` with respect to a one-matrix `y`: `G` minus the
Coulomb product of `y` plus half its exchange product. -/
def cumulant (G : n → n → n → n → ℂ) (y : Matrix n n ℂ) (p q r s : n) : ℂ :=
  G p q r s - y p r * y q s + y p s * y q r / 2
```

`density` is y. `cumulant` is the subtraction you described. It is not the spin sum of the spin-orbital cumulant, which would be zero here; the half exchange term is the closed-shell form, and the difference between the two is what we are computing.

Q: And the spin densities?

A: They are spin traces with the Pauli matrices, without the factor ½ that would turn them into spin in units of ħ.

```lean
/-- The three Pauli matrices, in the order x, y, z. -/
def pauli : Fin 3 → Matrix (Fin 2) (Fin 2) ℂ :=
  ![!![0, 1; 1, 0], !![0, -Complex.I; Complex.I, 0], !![1, 0; 0, -1]]

/-- The spin-density matrix along axis `k`: the spin trace of `g` with a Pauli matrix. -/
def spinDensity (g : Matrix (n × Fin 2) (n × Fin 2) ℂ) (k : Fin 3) : Matrix n n ℂ :=
  fun p r => ∑ σ : Fin 2, ∑ τ : Fin 2, pauli k τ σ * g (p, σ) (r, τ)

/-- The spin-orbital one-matrix with up block `A`, down block `B` and no spin-flip blocks. -/
def collinear (A B : Matrix n n ℂ) : Matrix (n × Fin 2) (n × Fin 2) ℂ :=
  fun i j => if i.2 = j.2 then (if i.2 = 0 then A i.1 j.1 else B i.1 j.1) else 0
```

`collinear A B` is the one-matrix with a common spin axis. Its two diagonal blocks add up to `A + B`, which is why the collinear theorems use that sum for y.

Q: I would check the sign of the y component first.

A: The first theorem writes out all three components, and they agree with m₀, m₁ and m₂ above. Its proof expands the two-valued spin sums and finishes with algebra.

```lean
/-- The x, y and z spin densities written out in the spin blocks of the one-matrix. -/
theorem spinDensity_components (g : Matrix (n × Fin 2) (n × Fin 2) ℂ) (p r : n) :
    spinDensity g 0 p r = g (p, 0) (r, 1) + g (p, 1) (r, 0) ∧
    spinDensity g 1 p r = Complex.I * (g (p, 0) (r, 1) - g (p, 1) (r, 0)) ∧
    spinDensity g 2 p r = g (p, 0) (r, 0) - g (p, 1) (r, 1) := by
  refine ⟨?_, ?_, ?_⟩ <;> simp [spinDensity, pauli, Fin.sum_univ_two] <;> ring
```

The general exchange identity comes next.

```lean
/-- For a factorised two-matrix, the spin-free cumulant is minus one half of the exchange
product of the spin densities, summed over the three axes. -/
theorem cumulant_factorised (g : Matrix (n × Fin 2) (n × Fin 2) ℂ) (p q r s : n) :
    cumulant (spinFree (factorised g)) (density g) p q r s =
      -(∑ k, spinDensity g k p s * spinDensity g k q r) / 2 := by
  obtain ⟨x1, y1, z1⟩ := spinDensity_components g p s
  obtain ⟨x2, y2, z2⟩ := spinDensity_components g q r
  rw [Fin.sum_univ_three, x1, y1, z1, x2, y2, z2]
  simp only [cumulant, spinFree, factorised, density, Fin.sum_univ_two]
  -- the y component enters with the square of the imaginary unit
  linear_combination (1 / 2 * (g (p, 0) (s, 1) - g (p, 1) (s, 0)) *
    (g (q, 0) (r, 1) - g (q, 1) (r, 0))) * Complex.I_sq
```

The proof inserts the components at (p,s) and (q,r), unfolds the definitions, and is left with a polynomial identity in entries of `g`. Ordinary algebra settles it except for i² = −1. The `linear_combination` step supplies `Complex.I_sq` with the coefficient ½(b − c)(b′ − c′), just where the hand derivation used it.

Q: There is no Hermiticity in that statement. Where does it enter?

A: Only in deciding when the cumulant vanishes. One first needs Hermitian spin densities.

```lean
/-- The spin densities of a Hermitian one-matrix are Hermitian. -/
theorem spinDensity_star {g : Matrix (n × Fin 2) (n × Fin 2) ℂ} (hg : g.IsHermitian)
    (k : Fin 3) (p s : n) : star (spinDensity g k p s) = spinDensity g k s p := by
  have hs : ∀ i j, star (g i j) = g j i := fun i j => hg.apply j i
  have hI : star Complex.I = -Complex.I := Complex.conj_I
  obtain ⟨x1, y1, z1⟩ := spinDensity_components g p s
  obtain ⟨x2, y2, z2⟩ := spinDensity_components g s p
  have hx : star (spinDensity g 0 p s) = spinDensity g 0 s p := by
    rw [x1, x2, star_add, hs, hs, add_comm]
  have hy : star (spinDensity g 1 p s) = spinDensity g 1 s p := by
    rw [y1, y2, star_mul', star_sub, hs, hs, hI]
    ring
  have hz : star (spinDensity g 2 p s) = spinDensity g 2 s p := by
    rw [z1, z2, star_sub, hs, hs]
  fin_cases k
  · exact hx
  · exact hy
  · exact hz
```

Conjugation exchanges the two indices of `g`. For the x and z components that is enough. For the y component it reverses the difference b − c and also changes i to −i, and the two signs cancel.

```lean
/-- For a Hermitian one-matrix with factorised two-matrix, the spin-free cumulant vanishes
exactly when the spin densities along all three axes vanish. -/
theorem cumulant_factorised_eq_zero_iff {g : Matrix (n × Fin 2) (n × Fin 2) ℂ}
    (hg : g.IsHermitian) :
    (∀ p q r s, cumulant (spinFree (factorised g)) (density g) p q r s = 0) ↔
      ∀ k, spinDensity g k = 0 := by
  constructor
  · intro H k
    ext p s
    have h := H p s p s
    rw [cumulant_factorised] at h
    -- this element of the cumulant is minus half a sum of squared moduli
    have hterm : ∀ j, spinDensity g j p s * spinDensity g j s p =
        ((Complex.normSq (spinDensity g j p s) : ℝ) : ℂ) := by
      intro j
      rw [← spinDensity_star hg j p s]
      exact Complex.mul_conj _
    have hc : ((∑ j, Complex.normSq (spinDensity g j p s) : ℝ) : ℂ) = 0 := by
      rw [Complex.ofReal_sum, ← Finset.sum_congr rfl (fun j _ => hterm j)]
      linear_combination (-2) * h
    have hr : ∑ j, Complex.normSq (spinDensity g j p s) = 0 := Complex.ofReal_eq_zero.mp hc
    have hk := (Finset.sum_eq_zero_iff_of_nonneg
      (fun j _ => Complex.normSq_nonneg (spinDensity g j p s))).mp hr k (Finset.mem_univ k)
    exact Complex.normSq_eq_zero.mp hk
  · intro H p q r s
    rw [cumulant_factorised]
    simp [H]
```

In the forward direction the proof takes the element `H p s p s`, turns each product into a squared modulus (`hterm`), and passes from a complex equation to a real one. A sum of non-negative terms that equals zero has only zero terms. The reverse direction substitutes zero spin densities into the identity.

For a general complex `g` the conclusion can fail. With one orbital and the single non-zero entry g(0,1) = 1 in spin space, m₀ = 1 and m₁ = i, so their squares cancel.

Q: Yet your first argument for A = B used no Hermiticity.

A: With a common axis there is only one component, so there is nothing to cancel against. Here is the formula for that case.

```lean
/-- With up and down one-matrices `A` and `B`, no spin-flip blocks and a factorised two-matrix, the
spin-free cumulant is minus one half of the exchange product of the spin density `A - B`. -/
theorem cumulant_collinear (A B : Matrix n n ℂ) (p q r s : n) :
    cumulant (spinFree (factorised (collinear A B))) (A + B) p q r s =
      -((A - B) p s * (A - B) q r) / 2 := by
  simp only [cumulant, spinFree, factorised, collinear, Fin.sum_univ_two, Matrix.add_apply,
    Matrix.sub_apply, zero_ne_one, one_ne_zero, ↓reduceIte]
  ring
```

This is proved directly from the definitions: the spin-flip entries become zero, and `ring` carries out the sum-and-difference step.

```lean
/-- The spin-free cumulant of a factorised two-matrix with up and down one-matrices `A` and `B`, and
no spin-flip blocks, vanishes exactly when `A = B`. -/
theorem cumulant_collinear_eq_zero_iff (A B : Matrix n n ℂ) :
    (∀ p q r s, cumulant (spinFree (factorised (collinear A B))) (A + B) p q r s = 0) ↔
      A = B := by
  constructor
  · intro H
    ext p s
    have h := H p p s s
    rw [cumulant_collinear, Matrix.sub_apply] at h
    have h2 : (A p s - B p s) * (A p s - B p s) = 0 := by linear_combination (-2) * h
    exact sub_eq_zero.mp (mul_self_eq_zero.mp h2)
  · intro h p q r s
    rw [cumulant_collinear, h]
    simp
```

The proof uses `H p p s s`, the element in which both factors are m(p,s). A complex number whose square is zero is itself zero, and `ext` collects this over all p and s into equality of the matrices.

Q: Then may I read a vanishing spin-free cumulant as a closed shell, and A = B as a vanishing cumulant?

A: The first reading is safe for any state with a fixed number N of electrons. Contracting Γ over one electron then gives (N − 1)y, so a vanishing cumulant forces y² = 2y, and every natural orbital is empty or doubly occupied. The second reading is safe when the two-matrix factorises, as it does for a single determinant, and the one-matrix has no spin-flip blocks. A correlated singlet also has A = B, but its two-matrix does not factorise, and its cumulant is non-zero. The matrices are also more general than physical one-matrices: nothing requires occupations between 0 and 1, and A and B need not be Hermitian. The identities cover the physical cases among them, but they do not tell you which matrices are N-representable.

Q: Does the remainder show up in anything I would compute?

A: Contract it over one electron, now with finitely many orbitals. Setting s = q and summing gives

−½ Σ_q m(p,q) m(q,r) = −½ (m²)(p,r).

```lean
/-- For a factorised two-matrix whose one-matrix has no spin-flip blocks, contracting the spin-free
cumulant over one electron gives minus one half of the squared spin-density matrix. -/
theorem cumulant_contraction [Fintype n] (A B : Matrix n n ℂ) (p r : n) :
    ∑ q, cumulant (spinFree (factorised (collinear A B))) (A + B) p q r q =
      -(((A - B) * (A - B)) p r) / 2 := by
  rw [Matrix.mul_apply, ← Finset.sum_neg_distrib, Finset.sum_div]
  exact Finset.sum_congr rfl (fun q _ => cumulant_collinear A B p q r q)
```

The proof applies the collinear identity term by term and recognises the matrix product.

For a determinant of orthonormal spin orbitals with a common spin axis, A and B are projectors, so A² = A and B² = B. The cross terms AB + BA enter m² and y² with opposite signs, hence

m² + y² = 2(A² + B²) = 2y,

and the contracted cumulant is −(y − ½y²). Twice the matrix in brackets, 2y − y², is a familiar measure of effectively unpaired electrons. For a single unrestricted determinant it equals m², so there it reports spin polarisation.

```lean
/-- For a factorised two-matrix with idempotent up and down one-matrices `A` and `B` and no
spin-flip blocks, the contracted cumulant is fixed by the spin-free one-matrix `y = A + B` alone: it
is minus the matrix `y - y² / 2`. -/
theorem cumulant_contraction_idempotent [Fintype n] (A B : Matrix n n ℂ)
    (hA : A * A = A) (hB : B * B = B) (p r : n) :
    ∑ q, cumulant (spinFree (factorised (collinear A B))) (A + B) p q r q =
      -((A + B) p r - ((A + B) * (A + B)) p r / 2) := by
  -- the squares of the sum and of the difference add up to twice the one-matrix
  have h : (A - B) * (A - B) = (A + B) + (A + B) - (A + B) * (A + B) := by
    calc (A - B) * (A - B)
        = (A * A + B * B) + (A * A + B * B) - (A + B) * (A + B) := by noncomm_ring
      _ = (A + B) + (A + B) - (A + B) * (A + B) := by rw [hA, hB]
  rw [cumulant_contraction, h]
  simp only [Matrix.sub_apply, Matrix.add_apply]
  ring
```

The hypotheses `hA` and `hB` are the two idempotency conditions. The `calc` block is the cancellation of cross terms, with the order of the matrix factors respected by `noncomm_ring`.

Q: Does that secretly require A and B to commute? Up and down orbitals in an unrestricted determinant usually overlap without coinciding.

A: It does not, and there is a concrete pair of projectors to show that the idempotency conditions allow this. Put the up electron in the first of two orbitals and the down electron in their normalised sum, (φ₀ + φ₁)/√2.

```lean
/-- The projectors on the first of two orbitals and on the normalised sum of both are
idempotent and do not commute. -/
theorem cumulant_contraction_idempotent_witness :
    (!![1, 0; 0, 0] : Matrix (Fin 2) (Fin 2) ℂ) * !![1, 0; 0, 0] = !![1, 0; 0, 0] ∧
    (!![1/2, 1/2; 1/2, 1/2] : Matrix (Fin 2) (Fin 2) ℂ) * !![1/2, 1/2; 1/2, 1/2] =
      !![1/2, 1/2; 1/2, 1/2] ∧
    (!![1, 0; 0, 0] : Matrix (Fin 2) (Fin 2) ℂ) * !![1/2, 1/2; 1/2, 1/2] ≠
      !![1/2, 1/2; 1/2, 1/2] * !![1, 0; 0, 0] := by
  refine ⟨?_, ?_, ?_⟩
  · ext i j
    fin_cases i <;> fin_cases j <;> simp [Matrix.mul_apply, Fin.sum_univ_two]
  · ext i j
    fin_cases i <;> fin_cases j <;> simp [Matrix.mul_apply, Fin.sum_univ_two] <;> norm_num
  · intro h
    have h01 := congrFun (congrFun h 0) 1
    simp [Matrix.mul_apply, Fin.sum_univ_two] at h01

end

end SpinFreeCumulant
```

The first two parts check idempotency entry by entry. For the third, the (0,1) entries of the two products are compared: one is ½ and the other is 0. By hand, m² for this pair is half the identity matrix, so the contracted cumulant is −¼ times the identity, and y − ½y² is indeed ¼ times the identity.

```lean
#print axioms SpinFreeCumulant.cumulant_factorised
#print axioms SpinFreeCumulant.cumulant_factorised_eq_zero_iff
#print axioms SpinFreeCumulant.cumulant_collinear_eq_zero_iff
#print axioms SpinFreeCumulant.cumulant_contraction_idempotent
```

```
'SpinFreeCumulant.cumulant_factorised' depends on axioms: [propext, Classical.choice, Quot.sound]
'SpinFreeCumulant.cumulant_factorised_eq_zero_iff' depends on axioms: [propext, Classical.choice, Quot.sound]
'SpinFreeCumulant.cumulant_collinear_eq_zero_iff' depends on axioms: [propext, Classical.choice, Quot.sound]
'SpinFreeCumulant.cumulant_contraction_idempotent' depends on axioms: [propext, Classical.choice, Quot.sound]
```

Q: So for my stretched molecule, the −½ is no evidence of electron correlation.

A: Not in that determinant, where it records that the up and down electrons have different densities. The number alone does not settle the matter, though: the exact singlet at large separation has the same element, −½, and no spin density, so there it comes from correlation. To look for correlation beyond antisymmetry, examine the spin-orbital cumulant, where the factorised part has already been removed.
